# The k-th power of a one-step response links only times k steps apart

On a finite grid of `N` time steps, take a model response that passes a perturbation on to the next step only, with unit strength. As a matrix over a ring it has the entry 1 where the row index is the column index plus one, and 0 elsewhere. The lemma states that the entry of its `k`-th power in row `i` and column `j` is 1 if `i = j + k` and 0 otherwise, for every natural number `k`. The attempt goes by induction on `k`: it splits one factor off the power, writes the matrix product as a sum over intermediate times, and shows that only the time `j + k` can contribute.

In Lean, a first try:

```lean
import Mathlib

open Finset

namespace CausalDyson

variable {R : Type*} [Ring R] {N : ℕ}

/-- The model response that passes a perturbation on to the next time step only. -/
def step : Matrix (Fin N) (Fin N) R :=
  Matrix.of fun i j => if (i : ℕ) = (j : ℕ) + 1 then 1 else 0

/-- The `k`-th power of the one-step response shifts by exactly `k` time steps. -/
theorem step_pow (k : ℕ) (i j : Fin N) :
    ((step : Matrix (Fin N) (Fin N) R) ^ k) i j =
      if (i : ℕ) = (j : ℕ) + k then 1 else 0 := by
  induction k generalizing i j with
  | zero => simp [Matrix.one_apply, Fin.ext_iff]
  | succ k ih =>
    have hi := i.isLt
    rw [pow_succ', Matrix.mul_apply]
    by_cases h : (i : ℕ) = (j : ℕ) + (k + 1)
    · -- only the intermediate time `j + k` contributes
      rw [if_pos h, Finset.sum_eq_single (⟨(j : ℕ) + k, by omega⟩ : Fin N)]
      · simp [ih, step, h, add_assoc]
      · intro l _ hl
        have hne : ¬ (l : ℕ) = (j : ℕ) + k := fun e => hl (Fin.ext e)
        rw [ih, if_neg hne, mul_zero]
      · intro h'
        exact absurd (Finset.mem_univ _) h'
    · rw [if_neg h]
      refine Finset.sum_eq_zero fun l _ => ?_
      rw [ih]
      by_cases hl : (l : ℕ) = (j : ℕ) + k
      · have hne : ¬ (i : ℕ) = (l : ℕ) + 1 := by omega
        simp [step, hne]
      · rw [if_neg hl, mul_zero]

end CausalDyson
```

The compiler's answer:

```
Main.lean:25:6: error: unsolved goals
case pos
R : Type u_1
inst✝ : Ring R
N k : ℕ
ih : ∀ (i j : Fin N), (step ^ k) i j = if ↑i = ↑j + k then 1 else 0
i j : Fin N
hi : ↑i < N
h : ↑i = ↑j + (k + 1)
⊢ ((Matrix.of fun i j => if ↑i = ↑j + 1 then 1 else 0) ^ k) ⟨↑j + k, ⋯⟩ j = 1
Main.lean:25:14: warning: This simp argument is unused:
  ih

Hint: Omit it from the simp argument list.
  [apply] simp [step, h, add_assoc]

Note: This linter can be disabled with `set_option linter.unusedSimpArgs false`
```

The repair, with which the file compiles:

```diff
@@ -23,5 +23,6 @@
     · -- only the intermediate time `j + k` contributes
       rw [if_pos h, Finset.sum_eq_single (⟨(j : ℕ) + k, by omega⟩ : Fin N)]
-      · simp [ih, step, h, add_assoc]
+      · rw [ih]
+        simp [step, h, add_assoc]
       · intro l _ hl
         have hne : ¬ (l : ℕ) = (j : ℕ) + k := fun e => hl (Fin.ext e)
```

Cause. The error arises where the one contributing term of the sum must be shown to equal 1. That term is a product of an entry of `step` and an entry of `step ^ k`. The induction hypothesis `ih` gives the second entry, but only while the matrix is still written as `step ^ k`.

The call to `simp` was given both `ih` and the definition of `step`. Since `simp` works on inner terms first, it unfolded `step` inside the power before it could try `ih` on the whole entry. The goal left over shows this: it has `Matrix.of …` raised to the power `k`, which the left side of `ih` no longer matches. The warning that `ih` is unused has the same cause.

The repair applies `rw [ih]` first, while `step ^ k` is still intact, and so replaces the entry of the power by an `if` expression. No power is then left, and `simp` can safely unfold the remaining `step` and finish the goal. As `ih` has already done its work, it is dropped from the `simp` list.
